# A weight conserved by one step of a reversible dynamics is conserved over any whole number of steps, forward or backward

The states form an arbitrary set `X`, finite or not, and one time step is a permutation `S` of it, so every step can be undone. Each state `x` carries a real weight `w x`, which need be neither positive nor normalised. The theorem `weight_zpow` says that if `w (S x) = w x` for every state, then `w ((S ^ n) x) = w x` for every integer `n` and every state `x`. The attempt first proves this for natural powers by induction, then treats a negative power by applying that result at the earlier state `(S ^ k)⁻¹ x`.

Lean 4 with Mathlib refuses this proof:

```lean
import Mathlib

open Finset

namespace WeightZpow

noncomputable section

variable {X : Type*}

/-- A weight conserved by one time step is conserved by any number of steps, forward or
backward. -/
theorem weight_zpow {w : X → ℝ} {S : Equiv.Perm X} (hw : ∀ x, w (S x) = w x) (n : ℤ) (x : X) :
    w ((S ^ n) x) = w x := by
  have hk : ∀ (k : ℕ) (y : X), w ((S ^ k) y) = w y := by
    intro k
    induction k with
    | zero => intro y; simp
    | succ k ih => intro y; rw [pow_succ, Equiv.Perm.mul_apply, ih, hw]
  obtain ⟨k, rfl | rfl⟩ := n.eq_nat_or_neg
  · rw [zpow_natCast]
    exact hk k x
  · rw [zpow_neg, zpow_natCast]
    have h := hk k ((S ^ k)⁻¹ x)
    rw [Equiv.Perm.apply_inv_self] at h
    exact h.symm

end

end WeightZpow
```

Messages:

```
Main.lean:25:8: error(lean.unknownIdentifier): Unknown constant `Equiv.Perm.apply_inv_self`
```

What went wrong. The message says that Lean knows no constant called `Equiv.Perm.apply_inv_self`. The rewrite therefore fails on the name itself, before any matching against `h` is tried.

The step it was meant to perform is sound. At that point `h` says that `w ((S ^ k) ((S ^ k)⁻¹ x))` equals `w ((S ^ k)⁻¹ x)`. Going back `k` steps and then forward `k` steps returns to `x`, so the left side should become `w x`; the reversed equation is then the goal.

The repair states this cancellation explicitly as `e` and proves it with `apply_symm_apply`, which says that an equivalence applied after its inverse map `symm` gives back the starting point. That lemma is written with `symm` rather than `⁻¹`, but the inverse of a permutation is by definition its `symm`, so Lean accepts it as a proof of `e`. Because `e` itself is written with `⁻¹`, its left side matches the expression in `h`, and `rw [e] at h` makes the intended replacement. The closing line `exact h.symm` is unchanged.

The change, after which it compiles:

```diff
@@ -23,5 +23,6 @@
   · rw [zpow_neg, zpow_natCast]
     have h := hk k ((S ^ k)⁻¹ x)
-    rw [Equiv.Perm.apply_inv_self] at h
+    have e : (S ^ k) ((S ^ k)⁻¹ x) = x := (S ^ k).apply_symm_apply x
+    rw [e] at h
     exact h.symm
 
```
